# On a partly filled uniform ring with hopping −t < 0, free spinless electrons have lower energy at flux π for even electron number and at flux 0 for odd

A ring code that uses periodic boundaries at every filling puts free spinless electrons in the less favourable of two common boundary conditions whenever their number is even and the ring is partly filled. With four sites and two electrons, the periodic ring gives −2t and the antiperiodic one −2√2 t. The periodic case also has an open shell: two levels tie for the last electron, so the lowest determinant is not unique. In a scan over electron number, the energy then carries an even-odd alternation that comes from the boundary.

## The factor cos(π/N) between the two energies

Let N be the number of sites, M the number of electrons with 0 < M < N, and −t the hopping with t > 0. Write E₀ and Eπ for the ground energies at total flux 0 (periodic) and π (antiperiodic, up to a gauge transformation). Then

M even: E₀ = cos(π/N) Eπ, and Eπ < E₀

M odd: Eπ = cos(π/N) E₀, and E₀ < Eπ

## Choosing a boundary phase and testing a ring solver

For non-interacting spinless electrons on a partly filled uniform ring with t > 0, the parity rule tells a code which of the two boundary signs gives the lower energy. It also provides a test of a one-electron solver on a ring of at least three sites: sum the M lowest eigenvalues at both fluxes and compare E₀/Eπ for even M, or Eπ/E₀ for odd M, with cos(π/N). If the total flux in one of the two runs is wrong by anything other than a multiple of 2π, this ratio changes. If both runs use the same wrong electron number and the ring is still partly filled, an error of one inverts the ratio, while an error of two leaves it unchanged, so the test misses it.

## Filling a block of consecutive momenta

Spread the flux F evenly, so that each bond carries the phase F/N. With I the imaginary unit, the Hamiltonian H acts on an amplitude ψ at site i as

(Hψ)(i) = −t [exp(I F/N) ψ(i+1) + exp(−I F/N) ψ(i−1)]

The normalised plane wave ψ_k(j) = exp(2πI jk/N)/√N gains a factor exp(±2πI k/N) when shifted by one site. It is therefore an eigenstate, with energy

ε_k = −2t cos((2πk + F)/N)

Any flux can be written as F = φ + π(1 − M) + 2πz, with z an integer and |φ| ≤ π. Set h = π/N and δ = φ/N, and label the momenta k = l − z with l = 0, …, N−1. The angle inside the cosine becomes

θ_l = (1 − M)h + δ + 2lh

Since |δ| ≤ h, the first M angles, l = 0, …, M−1, satisfy |θ_l| ≤ Mh. The others lie between Mh and 2π − Mh. With the threshold μ = −2t cos(Mh), the first M levels are therefore at or below μ and the rest at or above it.

Filling this block S is optimal. For any other set T of M levels, compare the sums of ε_k − μ. S contains every negative term and no positive one, so its sum is the smaller or equal one. Both sets have M members, so Mμ cancels and the energy of S is at most that of T.

To add up the block, use

2 sin h cos(x + 2lh) = sin(x + 2lh + h) − sin(x + 2lh − h)

Summed over l = 0, …, M−1, the right side telescopes. With x = (1 − M)h + δ this gives

2 sin h Σ_l cos θ_l = sin(δ + Mh) − sin(δ − Mh) = 2 cos δ sin(Mh)

The ground energy at flux F is therefore

E = −2t cos(φ/N) sin(πM/N)/sin(π/N)

Let A = 2t sin(πM/N)/sin(π/N), which is positive for 0 < M < N.

- For M = 2r, take z = r. Flux π has φ = 0 and flux 0 has φ = −π, so Eπ = −A and E₀ = −A cos(π/N).
- For M = 2r + 1, take z = r. Flux 0 has φ = 0 and flux π has φ = π, so E₀ = −A and Eπ = −A cos(π/N).

Because cos(π/N) < 1, the inequalities are strict.

## The same steps as Lean lemmas

`planeWave_orthogonal` reduces the overlap of two plane waves to a character sum, which vanishes unless the momenta agree. `planeWave_eigen` collects the two neighbouring amplitudes in `hsum` and combines their phases into a cosine.

`ground_of_filling` is the threshold argument: `Finset.sum_le_sum` compares the sums term by term, and the final `linarith` cancels Mμ. `level_intCast` allows any integer as a momentum label, and `sum_cos` proves the telescoping sum by induction on M.

In `ring_ground_energy`, the map `g` sends l to l − z, `hlev` computes θ_l, and `hg` shows that the M momenta are distinct. The bounds on the cosines come from `hcos`; for the empty levels the angle is first shifted by π. Finally, `parity_selects_flux` inserts the values of φ and z above and uses the uniqueness of a least element to identify E₀ and Eπ.

```lean
import Mathlib

open Matrix
open scoped Real

namespace RingFluxParity

noncomputable section

/-- Ring of `N ≥ 1` sites with hopping `-t` and total flux `F`, spread evenly over the bonds.
For `N = 2` the two bonds between the sites add. -/
def ringHamiltonian (N : ℕ) (t F : ℝ) : Matrix (ZMod N) (ZMod N) ℂ :=
  Matrix.of fun i j => -(t : ℂ) * ((if j = i + 1 then Complex.exp (F / N * Complex.I) else 0)
    + (if j = i - 1 then Complex.exp (-(F / N * Complex.I)) else 0))

/-- The matrix whose column `k` is the plane wave of momentum `2πk/N`. -/
def planeWave (N : ℕ) [NeZero N] : Matrix (ZMod N) (ZMod N) ℂ :=
  Matrix.of fun j k => ZMod.stdAddChar (j * k)

/-- The energy `-2t cos((2πk + F)/N)` of the plane wave `k` on a ring of `N ≥ 1` sites. -/
def level (N : ℕ) (t F : ℝ) (k : ZMod N) : ℝ :=
  -2 * t * Real.cos ((2 * π * (k.val : ℝ) + F) / N)

/-- `E` is the least energy of `M` independent spinless electrons in distinct levels `ε`. -/
def IsGroundEnergy {n : Type*} (ε : n → ℝ) (M : ℕ) (E : ℝ) : Prop :=
  IsLeast {e | ∃ S : Finset n, S.card = M ∧ e = ∑ k ∈ S, ε k} E

/-- The `N` plane waves are orthogonal, each with squared norm `N`. -/
theorem planeWave_orthogonal (N : ℕ) [NeZero N] :
    (planeWave N)ᴴ * planeWave N = (N : ℂ) • (1 : Matrix (ZMod N) (ZMod N) ℂ) := by
  ext k l
  have h : ∀ j, star (planeWave N j k) * planeWave N j l
      = ZMod.stdAddChar (j * (l - k)) := fun j => by
    have hj : j * (l - k) = -(j * k) + j * l := by ring
    rw [hj, AddChar.map_add_eq_mul, AddChar.map_neg_eq_conj]
    rfl
  simp only [Matrix.mul_apply, conjTranspose_apply, h]
  rw [AddChar.sum_mulShift _ (ZMod.isPrimitive_stdAddChar N)]
  by_cases hkl : k = l
  · subst hkl
    simp [ZMod.card]
  · simp [sub_eq_zero, hkl, Ne.symm hkl]

/-- Each plane wave is an eigenstate of the ring with energy `-2t cos((2πk + F)/N)`. -/
theorem planeWave_eigen (N : ℕ) [NeZero N] (t F : ℝ) :
    ringHamiltonian N t F * planeWave N
      = planeWave N * diagonal (fun k => (level N t F k : ℂ)) := by
  ext i k
  have hk : ZMod.stdAddChar k = Complex.exp (2 * π * Complex.I * (k.val : ℂ) / N) := by
    have h := ZMod.stdAddChar_coe (N := N) (k.val : ℤ)
    rwa [Int.cast_natCast, Int.cast_natCast, ZMod.natCast_zmod_val] at h
  have e1 : Complex.exp ((2 * π * (k.val : ℂ) + F) / N * Complex.I)
      = Complex.exp (F / N * Complex.I) * ZMod.stdAddChar k := by
    rw [hk, ← Complex.exp_add]; congr 1; ring
  have e2 : Complex.exp (-((2 * π * (k.val : ℂ) + F) / N) * Complex.I)
      = Complex.exp (-(F / N * Complex.I)) * ZMod.stdAddChar (-k) := by
    rw [AddChar.map_neg_eq_inv, hk, ← Complex.exp_neg, ← Complex.exp_add]; congr 1; ring
  have a1 : ZMod.stdAddChar ((i + 1) * k)
      = (ZMod.stdAddChar (i * k) * ZMod.stdAddChar k : ℂ) := by
    rw [add_mul, one_mul, AddChar.map_add_eq_mul]
  have a2 : ZMod.stdAddChar ((i - 1) * k)
      = (ZMod.stdAddChar (i * k) * ZMod.stdAddChar (-k) : ℂ) := by
    rw [← AddChar.map_add_eq_mul]; congr 1; ring
  have hl : (level N t F k : ℂ)
      = -2 * t * Complex.cos ((2 * π * (k.val : ℂ) + F) / N) := by
    simp only [level, Complex.ofReal_mul, Complex.ofReal_neg, Complex.ofReal_ofNat,
      Complex.ofReal_cos, Complex.ofReal_div, Complex.ofReal_add, Complex.ofReal_natCast]
  -- hopping brings in the two neighbouring amplitudes
  have hsum : (ringHamiltonian N t F * planeWave N) i k
      = -(t : ℂ) * (Complex.exp (F / N * Complex.I) * planeWave N (i + 1) k
        + Complex.exp (-(F / N * Complex.I)) * planeWave N (i - 1) k) := by
    simp only [Matrix.mul_apply, ringHamiltonian, Matrix.of_apply, mul_assoc, add_mul, ite_mul,
      zero_mul, ← Finset.mul_sum, Finset.sum_add_distrib, Finset.sum_ite_eq', Finset.mem_univ,
      if_true]
  rw [hsum, Matrix.mul_diagonal, hl, Complex.cos, e1, e2]
  simp only [planeWave, Matrix.of_apply, a1, a2]
  ring

/-- Filling `M` levels at or below `μ` gives the ground energy if all others lie at or
above `μ`. -/
theorem ground_of_filling {n : Type*} [Fintype n] [DecidableEq n] (ε : n → ℝ) {M : ℕ}
    (S : Finset n) (hM : S.card = M) (μ : ℝ) (hS : ∀ k ∈ S, ε k ≤ μ)
    (hS' : ∀ k, k ∉ S → μ ≤ ε k) : IsGroundEnergy ε M (∑ k ∈ S, ε k) := by
  refine ⟨⟨S, hM, rfl⟩, ?_⟩
  rintro e ⟨T, hT, rfl⟩
  have key : ∑ k, (if k ∈ S then ε k - μ else 0) ≤ ∑ k, (if k ∈ T then ε k - μ else 0) := by
    refine Finset.sum_le_sum fun k _ => ?_
    by_cases hk : k ∈ S
    · have := hS k hk
      split_ifs <;> linarith
    · have := hS' k hk
      split_ifs <;> linarith
  simp only [Finset.sum_ite_mem, Finset.univ_inter, Finset.sum_sub_distrib, Finset.sum_const,
    nsmul_eq_mul, hM, hT] at key
  linarith

/-- The energy formula holds with any integer `m` that represents the momentum modulo `N`. -/
theorem level_intCast (N : ℕ) [NeZero N] (t F : ℝ) (m : ℤ) :
    level N t F (m : ZMod N) = -2 * t * Real.cos ((2 * π * m + F) / N) := by
  have hN : (N : ℝ) ≠ 0 := Nat.cast_ne_zero.mpr (NeZero.ne N)
  have hv : (((m : ZMod N).val : ℕ) : ℝ) = m - N * ((m / (N : ℤ) : ℤ) : ℝ) := by
    have h := ZMod.val_intCast (n := N) m
    rw [Int.emod_def] at h
    exact_mod_cast h
  have hx : (2 * π * (m - N * ((m / (N : ℤ) : ℤ) : ℝ)) + F) / N
      = (2 * π * m + F) / N - ((m / (N : ℤ) : ℤ) : ℝ) * (2 * π) := by
    field_simp
    ring
  rw [level, hv, hx, Real.cos_sub_int_mul_two_pi]

/-- Multiplied by `2 sin h`, the sum of cosines over `M` angles with spacing `2h` telescopes to a
difference of two sines. -/
theorem sum_cos (x h : ℝ) (M : ℕ) :
    2 * Real.sin h * ∑ l ∈ Finset.range M, Real.cos (x + 2 * l * h)
      = Real.sin (x + 2 * M * h - h) - Real.sin (x - h) := by
  induction M with
  | zero => simp
  | succ m ih =>
    have e : x + 2 * ((m + 1 : ℕ) : ℝ) * h - h = (x + 2 * m * h) + h := by push_cast; ring
    rw [Finset.sum_range_succ, mul_add, ih, e, Real.sin_add, Real.sin_sub (x + 2 * m * h) h]
    ring

/-- Ground energy of `M ≤ N` electrons on a ring of `N ≥ 2` sites with `t ≥ 0` at any flux
`F`, written as `φ + π(1 - M)` up to whole multiples of `2π`, with `|φ| ≤ π`. -/
theorem ring_ground_energy {N M : ℕ} [NeZero N] {t F φ : ℝ} (hN : 2 ≤ N) (hM : M ≤ N)
    (ht : 0 ≤ t) (hφ : |φ| ≤ π) (z : ℤ) (hF : F = φ + π * (1 - M) + 2 * π * z) :
    IsGroundEnergy (level N t F) M
      (-2 * t * Real.cos (φ / N) * (Real.sin (M * (π / N)) / Real.sin (π / N))) := by
  have hN2 : (2 : ℝ) ≤ N := by exact_mod_cast hN
  have hN0 : (0 : ℝ) < N := by linarith
  have hMN : (M : ℝ) ≤ N := by exact_mod_cast hM
  obtain ⟨h, hh⟩ : ∃ h, h = π / (N : ℝ) := ⟨_, rfl⟩
  obtain ⟨δ, hδ⟩ : ∃ δ, δ = φ / (N : ℝ) := ⟨_, rfl⟩
  have hpos : 0 < h := by rw [hh]; positivity
  have hNh : N * h = π := by rw [hh]; field_simp
  have hNδ : N * δ = φ := by rw [hδ]; field_simp
  have hδh : |δ| ≤ h := by
    rw [hδ, hh, abs_div, abs_of_pos hN0]
    gcongr
  obtain ⟨hδ1, hδ2⟩ := abs_le.mp hδh
  have hMh : 0 ≤ M * h := by positivity
  have hMπ : M * h ≤ π := by rw [← hNh]; gcongr
  have hsin : Real.sin h ≠ 0 := (Real.sin_pos_of_pos_of_lt_pi hpos (by nlinarith)).ne'
  have hcos : ∀ x a : ℝ, a ≤ π → |x| ≤ a → Real.cos a ≤ Real.cos x := fun x a ha hx => by
    rw [← Real.cos_abs x]
    exact Real.cos_le_cos_of_nonneg_of_le_pi (abs_nonneg x) ha hx
  -- label the momenta consecutively, starting from the bottom of the filled block
  let g : ℕ → ZMod N := fun l => (((l : ℤ) - z : ℤ) : ZMod N)
  have hlev : ∀ l : ℕ, level N t F (g l)
      = -2 * t * Real.cos ((1 - M) * h + δ + 2 * l * h) := fun l => by
    have e : (2 * π * (((l : ℤ) - z : ℤ) : ℝ) + F) / N = (1 - M) * h + δ + 2 * l * h := by
      rw [div_eq_iff hN0.ne', hF, ← hNh, ← hNδ]
      push_cast
      ring
    rw [level_intCast, e]
  have hg : Set.InjOn g (Finset.range M) := by
    intro a ha b hb hab
    have ha' : a < M := by simpa using ha
    have hb' : b < M := by simpa using hb
    have hab' : (a : ZMod N) = b := by simpa [g] using hab
    have hv := congrArg ZMod.val hab'
    rwa [ZMod.val_natCast, ZMod.val_natCast, Nat.mod_eq_of_lt (by omega),
      Nat.mod_eq_of_lt (by omega)] at hv
  have hground := ground_of_filling (level N t F)
    ((Finset.range M).image g) (by rw [Finset.card_image_of_injOn hg, Finset.card_range])
    (-2 * t * Real.cos (M * h))
    (by
      intro k hk
      obtain ⟨l, hl, rfl⟩ := Finset.mem_image.mp hk
      have hl' : (l : ℝ) + 1 ≤ M := by exact_mod_cast Finset.mem_range.mp hl
      have hc := hcos ((1 - M) * h + δ + 2 * l * h) (M * h) hMπ (abs_le.mpr
        ⟨by nlinarith [mul_nonneg (Nat.cast_nonneg (α := ℝ) l) hpos.le],
          by nlinarith [mul_nonneg (sub_nonneg.mpr hl') hpos.le]⟩)
      rw [hlev]
      nlinarith [mul_le_mul_of_nonneg_left hc ht])
    (by
      intro k hk
      obtain ⟨l, hl⟩ : ∃ l, l = (k + (z : ZMod N)).val := ⟨_, rfl⟩
      have hkl : g l = k := by
        change (((l : ℤ) - z : ℤ) : ZMod N) = k
        rw [Int.cast_sub, Int.cast_natCast, hl, ZMod.natCast_zmod_val, add_sub_cancel_right]
      have hlN : (l : ℝ) + 1 ≤ N := by
        have h0 : l < N := hl ▸ ZMod.val_lt _
        exact_mod_cast h0
      have hlM : (M : ℝ) ≤ l := by
        have h0 : M ≤ l := by
          by_contra hc
          exact hk (Finset.mem_image.mpr ⟨l, Finset.mem_range.mpr (by omega), hkl⟩)
        exact_mod_cast h0
      have hc := hcos ((1 - M) * h + δ + 2 * l * h - π) (π - M * h) (by linarith)
        (abs_le.mpr ⟨by nlinarith [mul_nonneg (sub_nonneg.mpr hlM) hpos.le],
          by nlinarith [mul_nonneg (sub_nonneg.mpr hlN) hpos.le]⟩)
      rw [Real.cos_pi_sub, Real.cos_sub_pi] at hc
      rw [← hkl, hlev]
      nlinarith [mul_le_mul_of_nonneg_left hc ht])
  rw [Finset.sum_image hg] at hground
  simp only [hlev] at hground
  rw [← Finset.mul_sum] at hground
  -- evaluate the sum over the filled block
  have hs := sum_cos ((1 - M) * h + δ) h M
  have e1 : (1 - M) * h + δ + 2 * M * h - h = δ + M * h := by ring
  have e2 : (1 - M) * h + δ - h = δ - M * h := by ring
  rw [e1, e2, Real.sin_add, Real.sin_sub] at hs
  have hv : ∑ l ∈ Finset.range M, Real.cos ((1 - M) * h + δ + 2 * l * h)
      = Real.cos δ * (Real.sin (M * h) / Real.sin h) := by
    rw [← mul_div_assoc, eq_div_iff hsin]
    linarith
  rw [hv, ← mul_assoc] at hground
  rw [← hh, ← hδ]
  exact hground

/-- For `0 < M < N` electrons and `t > 0`, the ground energies at flux `0` and `π` differ by
the factor `cos(π/N)`; flux `π` is lower for even `M` and flux `0` for odd `M`. -/
theorem parity_selects_flux {N M : ℕ} [NeZero N] {t E₀ Eπ : ℝ} (hM : 0 < M) (hMN : M < N)
    (ht : 0 < t) (h₀ : IsGroundEnergy (level N t 0) M E₀)
    (hπ : IsGroundEnergy (level N t π) M Eπ) :
    (Even M → E₀ = Real.cos (π / N) * Eπ ∧ Eπ < E₀) ∧
      (Odd M → Eπ = Real.cos (π / N) * E₀ ∧ E₀ < Eπ) := by
  have hN : 2 ≤ N := by omega
  have hN2 : (2 : ℝ) ≤ N := by exact_mod_cast hN
  have hM0 : (0 : ℝ) < M := by exact_mod_cast hM
  have hMN' : (M : ℝ) < N := by exact_mod_cast hMN
  have hp : 0 < π / (N : ℝ) := div_pos Real.pi_pos (by linarith)
  have hNp : N * (π / (N : ℝ)) = π := by field_simp
  have hlt : π / (N : ℝ) < π := by nlinarith
  have hc : Real.cos (π / N) < 1 := by
    rw [← Real.cos_zero]
    exact Real.cos_lt_cos_of_nonneg_of_le_pi le_rfl hlt.le hp
  have hR : 0 < Real.sin (M * (π / N)) / Real.sin (π / N) :=
    div_pos (Real.sin_pos_of_pos_of_lt_pi (by positivity) (by nlinarith))
      (Real.sin_pos_of_pos_of_lt_pi hp hlt)
  have hgap := mul_pos (mul_pos ht hR) (sub_pos.mpr hc)
  have hπ0 : |(0 : ℝ)| ≤ π := by rw [abs_zero]; exact Real.pi_pos.le
  have hππ : |π| ≤ π := (abs_of_pos Real.pi_pos).le
  constructor
  · rintro ⟨r, hr⟩
    have hr' : (M : ℝ) = r + r := by exact_mod_cast hr
    have a := h₀.unique (ring_ground_energy (φ := -π) hN hMN.le ht.le (by rwa [abs_neg]) r
      (by rw [hr']; push_cast; ring))
    have b := hπ.unique (ring_ground_energy (φ := 0) hN hMN.le ht.le hπ0 r
      (by rw [hr']; push_cast; ring))
    rw [neg_div, Real.cos_neg] at a
    rw [zero_div, Real.cos_zero] at b
    exact ⟨by rw [a, b]; ring, by rw [a, b]; nlinarith⟩
  · rintro ⟨r, hr⟩
    have hr' : (M : ℝ) = 2 * r + 1 := by exact_mod_cast hr
    have a := h₀.unique (ring_ground_energy (φ := 0) hN hMN.le ht.le hπ0 r
      (by rw [hr']; push_cast; ring))
    have b := hπ.unique (ring_ground_energy (φ := π) hN hMN.le ht.le hππ r
      (by rw [hr']; push_cast; ring))
    rw [zero_div, Real.cos_zero] at a
    exact ⟨by rw [a, b]; ring, by rw [a, b]; nlinarith⟩

end

end RingFluxParity
```

```lean
#print axioms RingFluxParity.planeWave_orthogonal
-- 'RingFluxParity.planeWave_orthogonal' depends on axioms: [propext, Classical.choice, Quot.sound]
#print axioms RingFluxParity.planeWave_eigen
-- 'RingFluxParity.planeWave_eigen' depends on axioms: [propext, Classical.choice, Quot.sound]
#print axioms RingFluxParity.parity_selects_flux
-- 'RingFluxParity.parity_selects_flux' depends on axioms: [propext, Classical.choice, Quot.sound]
```

## Levels, occupations and the reach of the theorem

`parity_selects_flux` says: if `E₀` and `Eπ` are the ground energies for M electrons in the levels at flux 0 and π, with 0 < M < N and t > 0, then both parity relations hold, including the strict inequalities. `ring_ground_energy` supplies the energy itself at every real flux, for N ≥ 2, M ≤ N and t ≥ 0.

The sites and momenta are elements of `ZMod N`, which closes the ring. `ringHamiltonian` is the one-electron matrix, and `level` is its plane-wave energy. The columns of `planeWave` are unnormalised, with squared norm N. Together, the orthogonality and eigenvalue theorems show that the N levels are the complete one-electron spectrum, with multiplicities.

`IsGroundEnergy` defines the many-electron energy as the least sum over M distinct levels. This builds in the Pauli principle and the absence of interactions. The file does not construct a Fock space or derive this rule from a many-body Hamiltonian.

The smallest ring in the parity theorem has two sites, and there the matrix adds both bonds between them. A code that stores only one bond for N = 2 describes a different system.

The result concerns a finite ring with equal hoppings and no site energies. It does not treat disorder, spin or electron-electron repulsion, any of which a production model may include. The identities hold for real numbers, so a floating-point code should reproduce them up to rounding and the tolerance of its eigensolver.
